# A Hermitian Hamiltonian with energies i and −i under an indefinite overlap

Q: You call a complex number $E$ an energy when some nonzero $x$ solves $Hx=ESx$. Why that definition, and not the eigenvalues of $S^{-1}H$?

A: It needs no inverse, so a singular overlap $S$ is allowed, and taking $E$ complex leaves its reality open to proof or refutation. States are vectors of complex amplitudes in a finite orthonormal basis, indexed by `n`.

```lean
import Mathlib

open Matrix

namespace SeparableOverlapEnergies

noncomputable section

variable {n : Type*} [Fintype n] [DecidableEq n]
```

Q: If the basis is orthonormal, where does an overlap other than the identity come from?

A: Here, from an ultrasoft pseudopotential. With a single projector it gives $S=1+Q\,bb^\dagger$. The vector $b$ is the projector, scaled so that $b^\dagger\varphi=1$ for the pseudo-wave $\varphi$ it belongs to. The real number $Q$ is the augmentation charge: the squared norm that $\varphi$ lacks in the core region compared with the all-electron wave, negative if it has too much. `vecMulVec b (star b)` is $bb^\dagger$.

```lean
/-- The overlap matrix `S = 1 + Q b b†` of a single projector `b` with real augmentation
charge `Q`. -/
def overlap (Q : ℝ) (b : n → ℂ) : Matrix n n ℂ :=
  1 + (Q : ℂ) • vecMulVec b (star b)
```

`IsEnergy` is the generalized eigenvalue problem, with `*ᵥ` for a matrix acting on a vector.

```lean
omit [DecidableEq n] in
/-- `E` is an energy of the generalized problem `H x = E S x` if some nonzero state `x`
solves it. -/
def IsEnergy (H S : Matrix n n ℂ) (E : ℂ) : Prop :=
  ∃ x : n → ℂ, x ≠ 0 ∧ H *ᵥ x = E • (S *ᵥ x)
```

The example uses two levels at zero energy, coupled with strength one.

```lean
/-- The Hamiltonian `[[0,1],[1,0]]` that couples two levels of zero energy. -/
def coupling : Matrix (Fin 2) (Fin 2) ℂ := !![0, 1; 1, 0]
```

Q: $H$ is Hermitian. The textbook argument says that its energies are real.

A: Follow that argument with $S$ present. Multiplying by $x^\dagger$ gives $x^\dagger Hx=E\,x^\dagger Sx$. Both expectation values are real if $H$ and $S$ are Hermitian:

```lean
omit [DecidableEq n] in
/-- The expectation value of a Hermitian matrix equals its own complex conjugate. -/
theorem expectation_real {A : Matrix n n ℂ} (hA : A.IsHermitian) (x : n → ℂ) :
    star (star x ⬝ᵥ (A *ᵥ x)) = star x ⬝ᵥ (A *ᵥ x) := by
  rw [← Matrix.star_dotProduct, Matrix.star_mulVec, hA.eq, ← Matrix.dotProduct_mulVec]
```

Conjugation therefore gives $E^*\,x^\dagger Sx=E\,x^\dagger Sx$. You may cancel $x^\dagger Sx$, which I'll call the $S$-norm, only if it is nonzero. A non-real $E$ thus forces $x^\dagger Sx=0$. The Lean proof does the same: it assumes a nonzero $S$-norm, cancels it with `mul_right_cancel₀` and contradicts `hE`.

```lean
omit [DecidableEq n] in
/-- For Hermitian `H` and `S`, a solution of `H x = E S x` with non-real `E` has zero
`S`-norm. -/
theorem overlap_norm_eq_zero {H S : Matrix n n ℂ} (hH : H.IsHermitian)
    (hS : S.IsHermitian) {E : ℂ} {x : n → ℂ} (hx : H *ᵥ x = E • (S *ᵥ x))
    (hE : E.im ≠ 0) : star x ⬝ᵥ (S *ᵥ x) = 0 := by
  have h1 : star x ⬝ᵥ (H *ᵥ x) = E * (star x ⬝ᵥ (S *ᵥ x)) := by
    rw [hx, dotProduct_smul, smul_eq_mul]
  -- conjugating the energy balance replaces E by its conjugate
  have h2 := expectation_real hH x
  rw [h1, star_mul', expectation_real hS x] at h2
  by_contra hs
  have h3 : star E = E := mul_right_cancel₀ hs h2
  exact hE (Complex.conj_eq_iff_im.mp h3)
```

Our $S$ qualifies, because $Q$ is real and $bb^\dagger$ is its own adjoint.

```lean
omit [Fintype n] in
/-- The overlap matrix `1 + Q b b†` is Hermitian. -/
theorem overlap_isHermitian (Q : ℝ) (b : n → ℂ) : (overlap Q b).IsHermitian := by
  have h : (vecMulVec b (star b))ᴴ = vecMulVec b (star b) := by
    ext i j
    simp [Matrix.vecMulVec_apply, mul_comm]
  have hQ : star (Q : ℂ) = (Q : ℂ) := Complex.conj_ofReal Q
  unfold Matrix.IsHermitian overlap
  rw [Matrix.conjTranspose_add, Matrix.conjTranspose_one, Matrix.conjTranspose_smul, h, hQ]
```

Q: When can the $S$-norm vanish for a nonzero state?

A: Expand it. Since $Sx=x+Q(b^\dagger x)\,b$,

$$x^\dagger Sx=|x|^2+Q\,|b^\dagger x|^2 .$$

The first lemma below writes $x^\dagger x$ as a sum of squared moduli; the second proves the expansion.

```lean
omit [DecidableEq n] in
private theorem star_dot_self (x : n → ℂ) :
    star x ⬝ᵥ x = ((∑ i, ‖x i‖ ^ 2 : ℝ) : ℂ) := by
  rw [dotProduct]
  push_cast
  exact Finset.sum_congr rfl fun i _ => Complex.conj_mul' (x i)

/-- The `S`-norm of a state is its ordinary squared norm plus `Q` times the squared modulus
of its projection `b†x`. -/
theorem overlap_norm (Q : ℝ) (b x : n → ℂ) :
    star x ⬝ᵥ (overlap Q b *ᵥ x)
      = ((∑ i, ‖x i‖ ^ 2 + Q * ‖star b ⬝ᵥ x‖ ^ 2 : ℝ) : ℂ) := by
  have hS : overlap Q b *ᵥ x = x + ((Q : ℂ) * (star b ⬝ᵥ x)) • b := by
    ext i
    have h : (vecMulVec b (star b) *ᵥ x) i = b i * (star b ⬝ᵥ x) := by
      simp only [Matrix.mulVec, dotProduct, Matrix.vecMulVec_apply, Finset.mul_sum, mul_assoc]
    rw [overlap, Matrix.add_mulVec, Matrix.one_mulVec, Matrix.smul_mulVec]
    simp only [Pi.add_apply, Pi.smul_apply, smul_eq_mul, h]
    ring
  have h2 : star x ⬝ᵥ b = star (star b ⬝ᵥ x) := by rw [← Matrix.star_dotProduct]
  have h3 : star (star b ⬝ᵥ x) * (star b ⬝ᵥ x) = (‖star b ⬝ᵥ x‖ : ℂ) ^ 2 :=
    Complex.conj_mul' _
  rw [hS, dotProduct_add, dotProduct_smul, star_dot_self, h2, smul_eq_mul]
  push_cast
  linear_combination (Q : ℂ) * h3
```

If $Q\ge0$, this is positive for every $x\neq0$. If $Q<0$, Cauchy–Schwarz, $|b^\dagger x|^2\le|b|^2|x|^2$, gives $x^\dagger Sx\ge(1+Q|b|^2)|x|^2$. So $1+Q|b|^2>0$ suffices. Conversely, for $b\neq0$ the state $x=b$ has $S$-norm $|b|^2(1+Q|b|^2)$, so positivity requires the same condition; for $b=0$ the condition reads $0<1$. The proof splits into these cases, and `nlinarith` and `linarith` finish the inequalities.

```lean
/-- Every nonzero state has positive `S`-norm exactly when `1 + Q |b|² > 0`. -/
theorem overlap_positive_iff (Q : ℝ) (b : n → ℂ) :
    (∀ x : n → ℂ, x ≠ 0 → 0 < (star x ⬝ᵥ (overlap Q b *ᵥ x)).re)
      ↔ 0 < 1 + Q * ∑ i, ‖b i‖ ^ 2 := by
  have hpos : ∀ x : n → ℂ, x ≠ 0 → 0 < ∑ i, ‖x i‖ ^ 2 := by
    intro x hx
    obtain ⟨i, hi⟩ := Function.ne_iff.mp hx
    exact Finset.sum_pos' (fun i _ => sq_nonneg _)
      ⟨i, Finset.mem_univ i, pow_pos (norm_pos_iff.mpr hi) 2⟩
  constructor
  · intro h
    by_cases hb : b = 0
    · simp [hb]
    · -- the projector itself is the critical test state
      have h1 := h b hb
      rw [overlap_norm, Complex.ofReal_re, star_dot_self, Complex.norm_real,
        Real.norm_eq_abs, sq_abs] at h1
      have hB := hpos b hb
      by_contra hn
      have hn' := not_lt.mp hn
      nlinarith [mul_nonneg hB.le (sub_nonneg.mpr hn')]
  · intro h x hx
    rw [overlap_norm, Complex.ofReal_re]
    have hN := hpos x hx
    -- Cauchy-Schwarz bounds the projection
    have hn : ‖star b ⬝ᵥ x‖ ≤ ∑ i, ‖b i‖ * ‖x i‖ := by
      rw [dotProduct]
      refine (norm_sum_le _ _).trans (le_of_eq ?_)
      exact Finset.sum_congr rfl fun i _ => by simp
    have hc : ‖star b ⬝ᵥ x‖ ^ 2 ≤ (∑ i, ‖b i‖ ^ 2) * ∑ i, ‖x i‖ ^ 2 :=
      (pow_le_pow_left₀ (norm_nonneg _) hn 2).trans
        (Finset.sum_mul_sq_le_sq_mul_sq _ _ _)
    rcases le_or_gt 0 Q with hQ | hQ
    · have := mul_nonneg hQ (sq_nonneg ‖star b ⬝ᵥ x‖)
      linarith
    · have h1 := mul_le_mul_of_nonpos_left hc hQ.le
      have h2 := mul_pos h hN
      linarith
```

Under that condition no nonzero state has zero $S$-norm, so every Hermitian $H$ has only real energies:

```lean
/-- If `1 + Q |b|² > 0`, every energy of a Hermitian `H` with overlap `1 + Q b b†` is real. -/
theorem energy_real {H : Matrix n n ℂ} (hH : H.IsHermitian) {Q : ℝ} {b : n → ℂ}
    (hQ : 0 < 1 + Q * ∑ i, ‖b i‖ ^ 2) {E : ℂ} (hE : IsEnergy H (overlap Q b) E) :
    E.im = 0 := by
  obtain ⟨x, hx, h⟩ := hE
  by_contra him
  have hp := (overlap_positive_iff Q b).mpr hQ x hx
  rw [overlap_norm_eq_zero hH (overlap_isHermitian Q b) h him] at hp
  simp at hp
```

Q: And the counterexample breaks the condition?

A: Yes. It has $b=(0,1)$ and $Q=-2$, so that $1+Q|b|^2=-1$. For this $b$ and any real $Q$ the overlap is $S=\mathrm{diag}(1,1+Q)$, which Lean checks entry by entry.

```lean
/-- For the projector `b = (0,1)` the overlap matrix is `diag(1, 1 + Q)`. -/
theorem overlap_two_level (Q : ℝ) :
    overlap Q ![0, 1] = !![1, 0; 0, 1 + (Q : ℂ)] := by
  ext i j
  -- write out the entry before inserting the explicit projector
  have h : overlap Q ![0, 1] i j = (1 : Matrix (Fin 2) (Fin 2) ℂ) i j
      + (Q : ℂ) * ((![0, 1] : Fin 2 → ℂ) i * star ((![0, 1] : Fin 2 → ℂ) j)) := by
    simp only [overlap, Matrix.add_apply, Matrix.smul_apply, Matrix.vecMulVec_apply,
      Pi.star_apply, smul_eq_mul]
  rw [h]
  fin_cases i <;> fin_cases j <;> simp
```

With amplitudes $x_0,x_1$, numbered as in Lean, the two rows of $Hx=ESx$ are

$$x_1=E\,x_0,\qquad x_0=(1+Q)E\,x_1 .$$

If $x_0=0$, then $x_1=0$ too, which is excluded. Substituting the first row into the second and cancelling $x_0$ leaves $(1+Q)E^2=1$. Conversely, any such $E$ has the solution $x=(1,E)$. In the proof, `linear_combination` performs the elimination, and the reverse direction supplies `![1, E]`.

```lean
/-- The energies of the two coupled levels with projector `b = (0,1)` are exactly the
solutions of `(1 + Q) E² = 1`. -/
theorem two_level_energy_iff (Q : ℝ) (E : ℂ) :
    IsEnergy coupling (overlap Q ![0, 1]) E ↔ (1 + (Q : ℂ)) * E ^ 2 = 1 := by
  rw [overlap_two_level]
  constructor
  · rintro ⟨x, hx, h⟩
    have h0 := congrFun h 0
    have h1 := congrFun h 1
    simp [coupling, Matrix.mulVec, dotProduct, Fin.sum_univ_two] at h0 h1
    have hx0 : x 0 ≠ 0 := by
      intro hz
      apply hx
      ext i
      fin_cases i
      · simpa using hz
      · simp [h0, hz]
    -- eliminate the second amplitude
    apply mul_right_cancel₀ hx0
    linear_combination -h1 - E * (1 + (Q : ℂ)) * h0
  · intro h
    refine ⟨![1, E], fun h0 => by simpa using congrFun h0 0, ?_⟩
    ext i
    fin_cases i
    · simp [coupling, Matrix.mulVec, dotProduct, Fin.sum_univ_two]
    · simp [coupling, Matrix.mulVec, dotProduct, Fin.sum_univ_two]
      linear_combination -h
```

At $Q=-2$ the condition is $E^2=-1$, hence $E=\pm i$. Scaled to ordinary norm $|x|=1$, the states are $(1,\pm i)/\sqrt2$, whose $S$-norm is $\tfrac12-\tfrac12=0$, as the general argument demands.

```lean
/-- With `b = (0,1)` and `Q = -2` the overlap is `diag(1,-1)`, the Hamiltonian `[[0,1],[1,0]]`
is Hermitian, and the energies are exactly `i` and `-i`. -/
theorem hermitian_with_imaginary_energies :
    overlap (-2) ![0, 1] = !![1, 0; 0, -1] ∧ coupling.IsHermitian ∧
      ∀ E : ℂ, IsEnergy coupling (overlap (-2) ![0, 1]) E
        ↔ E = Complex.I ∨ E = -Complex.I := by
  refine ⟨?_, ?_, fun E => ?_⟩
  · rw [overlap_two_level]
    norm_num
  · ext i j
    fin_cases i <;> fin_cases j <;> simp [coupling]
  · rw [two_level_energy_iff, ← sq_eq_sq_iff_eq_or_eq_neg, Complex.I_sq]
    push_cast
    constructor <;> intro h <;> linear_combination -h
```

Q: Is $Q=-2$ a special accident?

A: No. Write $E=u+iv$ with $v\neq0$. The imaginary part of $(1+Q)E^2=1$ gives $(1+Q)u=0$, and the real part then gives $-(1+Q)v^2=1$, so $Q<-1$. Conversely, for $Q<-1$ the number $E=i/\sqrt{-(1+Q)}$ is an energy. The Lean proof separates real and imaginary parts in the same way and supplies this $E$.

```lean
/-- The two coupled levels with projector `b = (0,1)` have a non-real energy exactly when
`Q < -1`. -/
theorem nonreal_energy_iff (Q : ℝ) :
    (∃ E : ℂ, IsEnergy coupling (overlap Q ![0, 1]) E ∧ E.im ≠ 0) ↔ Q < -1 := by
  constructor
  · rintro ⟨E, hE, him⟩
    rw [two_level_energy_iff] at hE
    have hr := congrArg Complex.re hE
    have hi := congrArg Complex.im hE
    simp only [pow_two, Complex.mul_re, Complex.mul_im, Complex.add_re, Complex.add_im,
      Complex.one_re, Complex.one_im, Complex.ofReal_re, Complex.ofReal_im] at hr hi
    -- the imaginary part of the energy condition removes the real part of E
    have ha : (1 + Q) * E.re = 0 := by
      apply mul_right_cancel₀ him
      linear_combination hi / 2
    have hc : -(1 + Q) * E.im ^ 2 = 1 := by linear_combination hr - E.re * ha
    by_contra hn
    have hq : 0 ≤ 1 + Q := by linarith [not_lt.mp hn]
    nlinarith [mul_nonneg hq (sq_nonneg E.im)]
  · intro hQ
    have hd : 0 < -(1 + Q) := by linarith
    have hs : 0 < √((-(1 + Q))⁻¹) := Real.sqrt_pos.mpr (inv_pos.mpr hd)
    have hr : (1 + Q) * √((-(1 + Q))⁻¹) ^ 2 = -1 := by
      rw [Real.sq_sqrt (inv_pos.mpr hd).le]
      linear_combination -(mul_inv_cancel₀ hd.ne')
    generalize √((-(1 + Q))⁻¹) = r at hs hr
    have hc : (1 + (Q : ℂ)) * (r : ℂ) ^ 2 = -1 := by exact_mod_cast hr
    refine ⟨(r : ℂ) * Complex.I, ?_, ?_⟩
    · rw [two_level_energy_iff, mul_pow, Complex.I_sq]
      linear_combination -hc
    · simpa using hs.ne'

end

end SeparableOverlapEnergies
```

```lean
#print axioms SeparableOverlapEnergies.energy_real
#print axioms SeparableOverlapEnergies.hermitian_with_imaginary_energies
#print axioms SeparableOverlapEnergies.nonreal_energy_iff
```

```
'SeparableOverlapEnergies.energy_real' depends on axioms: [propext, Classical.choice, Quot.sound]
'SeparableOverlapEnergies.hermitian_with_imaginary_energies' depends on axioms: [propext, Classical.choice, Quot.sound]
'SeparableOverlapEnergies.nonreal_energy_iff' depends on axioms: [propext, Classical.choice, Quot.sound]
```

Q: At $Q=-1$ positivity already fails, yet you find no non-real energy.

A: There the energy condition reads $0=1$, so this $H$ has no energies at all. Positivity guarantees real energies for every Hermitian $H$; losing it does not make them complex for each one.

Q: What should I take from this for a real calculation?

A: For one projector in a finite orthonormal basis, $1+Q|b|^2>0$ is a test of an ultrasoft overlap that ensures real energies whatever the Hermitian $H$. Several projectors, with a matrix of augmentation charges, are not treated, nor is the continuum problem. The theorems also take $Q$ and $b$ as given, without deriving them from atomic wavefunctions, so they don't say whether a pseudopotential construction would ever produce $Q=-2$.
